# For continuous paths in a Banach space on a finite time interval, a map that obeys a causal Lipschitz bound in integral form has exactly one fixed point, and its iterates converge to it

A path here is a continuous function on the closed interval \([0,T]\) and has no values elsewhere, while Lean's interval integral wants an integrand defined on the whole real line. The file therefore reads a path \(u\) at a real time \(s\) through `projIcc 0 T hT s`, which moves \(s\) to the nearest point of \([0,T]\). Every integral runs over \([0,t]\) with \(t\le T\), where this projection is the identity, so the integrals are the ordinary ones.

```lean
import Mathlib

open Set Filter Topology

noncomputable section

namespace CausalFixedPoint
```

The values \(u(t)\) lie in a real normed space \(E\), for instance a space of potentials or of wavefunctions. `Trajectory T E` is the space of paths, and Mathlib gives it the maximum norm \(\|u\|_\infty=\max_t\|u(t)\|\).

```lean
/-- Continuous paths on the time interval `[0, T]` with values in `E`. -/
abbrev Trajectory (T : ℝ) (E : Type*) [TopologicalSpace E] := C(Icc (0 : ℝ) T, E)
```

## Memory of the past only

The central hypothesis on a map \(F\) from paths to paths is

\[
\|Fu(t)-Fw(t)\|\le C\int_0^t\|u(s)-w(s)\|\,ds .
\]

The output at time \(t\) depends only on the input up to \(t\), and \(C\), a rate, measures how strongly. At \(t=0\) the integral vanishes, so all outputs share one initial value, as they do when an initial state is prescribed.

```lean
variable {E : Type*} [NormedAddCommGroup E] [NormedSpace ℝ E] {T : ℝ}

/-- The causal bound: at time `t` the outputs of `F` differ by at most `C` times the
difference of the inputs integrated over the past `[0, t]`. -/
def IsCausal (hT : 0 ≤ T) (C : ℝ) (F : Trajectory T E → Trajectory T E) : Prop :=
  ∀ (u w : Trajectory T E) (t : Icc (0 : ℝ) T), ‖F u t - F w t‖ ≤
    C * ∫ s in (0 : ℝ)..t, ‖u (projIcc 0 T hT s) - w (projIcc 0 T hT s)‖
```

In time-dependent density functional theory, one can seek the potential that produces a given density as a fixed point: propagate with a trial potential, then solve the local force balance for a new one. The theorem covers such a scheme on a finite interval if the potentials are taken from a complete space and the map obeys the causal bound with one \(C\) for all pairs of time-dependent potentials. That bound is assumed here, and deriving it from the Schrödinger equation would be the substantial part of a van Leeuwen-type theorem.

If the integral may reach into the future, existence can fail. For \(T>0\), the map \(Fu(t)=1+\frac1T\int_0^T u(s)\,ds\) on real paths has no fixed point, since such a path would be a constant \(c\) with \(c=1+c\). Causality alone is not enough either: \(Fu(t)=u(t)+1\) uses only the present value and has no fixed point. It violates the bound already at \(t=0\), where its outputs do not share one value.

## A finite interval, \(0\le T<\infty\)

For a rate \(a\), define the damped path and the weighted norm by

\[
(D_au)(t)=e^{-at}u(t),\qquad \|u\|_a=\sup_{0\le t\le T}e^{-at}\|u(t)\|=\|D_au\|_\infty .
\]

For \(a>0\), late errors count less. In Lean these are `damp a u` and `weightedNorm a u`; the next lemmas prove the last equality, and that damping respects differences and is undone by \(D_{-a}\).

```lean
/-- The weighted norm: the supremum over `[0, T]` of `exp (-a t) ‖u t‖`. -/
def weightedNorm (a : ℝ) (u : Trajectory T E) : ℝ :=
  ⨆ t : Icc (0 : ℝ) T, Real.exp (-a * t) * ‖u t‖

/-- The damped path `exp (-a t) u(t)`. -/
def damp (a : ℝ) (u : Trajectory T E) : Trajectory T E :=
  ⟨fun t => Real.exp (-a * t) • u t,
    (Real.continuous_exp.comp (continuous_const.mul continuous_subtype_val)).smul u.continuous⟩

/-- The weighted norm of a path is the ordinary maximum norm of the damped path. -/
theorem weightedNorm_eq (a : ℝ) (u : Trajectory T E) : weightedNorm a u = ‖damp a u‖ := by
  rw [ContinuousMap.norm_eq_iSup_norm]
  unfold weightedNorm
  congr 1
  funext t
  simp [damp, norm_smul]

/-- Damping respects differences of paths. -/
theorem damp_sub (a : ℝ) (u w : Trajectory T E) : damp a (u - w) = damp a u - damp a w :=
  ContinuousMap.ext fun t => smul_sub (Real.exp (-a * t)) (u t) (w t)

/-- Damping with opposite rates cancels. -/
theorem damp_cancel {a b : ℝ} (h : a + b = 0) (u : Trajectory T E) :
    damp a (damp b u) = u := by
  refine ContinuousMap.ext fun t => ?_
  change Real.exp (-a * t) • Real.exp (-b * t) • u t = u t
  rw [smul_smul, ← Real.exp_add,
    show -a * (t : ℝ) + -b * t = 0 by linear_combination (-(t : ℝ)) * h,
    Real.exp_zero, one_smul]
```

The definition gives \(\|u(t)\|\le e^{at}\|u\|_a\). For \(a\ge0\) and \(0\le t\le T\) we have \(e^{-at}\le1\) and \(e^{at}\le e^{aT}\), hence

\[
\|u\|_a\le\|u\|_\infty\le e^{aT}\|u\|_a .
\]

```lean
/-- At time `t` a path is at most `exp (a t)` times its weighted norm. -/
theorem norm_apply_le (a : ℝ) (u : Trajectory T E) (t : Icc (0 : ℝ) T) :
    ‖u t‖ ≤ Real.exp (a * t) * weightedNorm a u := by
  have h := (damp a u).norm_coe_le_norm t
  have e : ‖damp a u t‖ = Real.exp (-a * t) * ‖u t‖ := by simp [damp, norm_smul]
  rw [e, ← weightedNorm_eq] at h
  calc ‖u t‖ = Real.exp (a * t) * (Real.exp (-a * t) * ‖u t‖) := by
        rw [← mul_assoc, ← Real.exp_add]; simp
    _ ≤ _ := mul_le_mul_of_nonneg_left h (Real.exp_pos _).le

/-- For `a ≥ 0` the weighted norm and the maximum norm are equivalent, with factor
`exp (a T)`. -/
theorem norm_equivalence {a : ℝ} (ha : 0 ≤ a) (u : Trajectory T E) :
    weightedNorm a u ≤ ‖u‖ ∧ ‖u‖ ≤ Real.exp (a * T) * weightedNorm a u := by
  have hN : 0 ≤ weightedNorm a u := by rw [weightedNorm_eq]; exact norm_nonneg _
  constructor
  · refine Real.iSup_le (fun t => ?_) (norm_nonneg _)
    have h1 : Real.exp (-a * t) ≤ 1 :=
      Real.exp_le_one_iff.2 (by nlinarith [mul_nonneg ha t.2.1])
    exact (mul_le_of_le_one_left (norm_nonneg _) h1).trans (u.norm_coe_le_norm t)
  · refine (ContinuousMap.norm_le u (mul_nonneg (Real.exp_pos _).le hN)).2 fun t => ?_
    exact (norm_apply_le a u t).trans (mul_le_mul_of_nonneg_right
      (Real.exp_le_exp.2 (mul_le_mul_of_nonneg_left t.2.2 ha)) hN)
```

This is where finite \(T\) enters: convergence in the weighted norm implies uniform convergence in time. On an infinite interval the factor \(e^{aT}\) has no finite substitute. The condition \(T\ge0\) makes the interval nonempty, and \(T=0\) is allowed.

## Nonnegative memory strength and positive damping

Let \(C\ge0\), \(a>0\) and \(N=\|u-w\|_a\). Insert \(\|u(s)-w(s)\|\le e^{as}N\) into the causal bound:

\[
\|Fu(t)-Fw(t)\|\le C\int_0^te^{as}N\,ds=\frac Ca\,(e^{at}-1)N .
\]

Multiplying by \(e^{-at}\) gives

\[
e^{-at}\|Fu(t)-Fw(t)\|\le\frac Ca\,(1-e^{-at})N\le\frac CaN ,
\]

and the supremum over \(t\) yields \(\|Fu-Fw\|_a\le\frac Ca\|u-w\|_a\).

```lean
/-- A map with causal bound `C` is Lipschitz with constant `C / a` in the weighted norm
of rate `a > 0`. -/
theorem weighted_lipschitz (hT : 0 ≤ T) {C a : ℝ} (hC : 0 ≤ C) (ha : 0 < a)
    {F : Trajectory T E → Trajectory T E} (hF : IsCausal hT C F) (u w : Trajectory T E) :
    weightedNorm a (F u - F w) ≤ C / a * weightedNorm a (u - w) := by
  have hN : 0 ≤ weightedNorm a (u - w) := by rw [weightedNorm_eq]; exact norm_nonneg _
  have hpt := norm_apply_le a (u - w)
  generalize weightedNorm a (u - w) = N at hN hpt ⊢
  have : Nonempty (Icc (0 : ℝ) T) := ⟨⟨0, le_rfl, hT⟩⟩
  refine ciSup_le fun t => ?_
  -- the exponential envelope integrates to a factor `1 / a`
  have hd : ∀ s : ℝ, HasDerivAt (fun s => Real.exp (a * s) / a * N) (Real.exp (a * s) * N) s := by
    intro s
    have h : HasDerivAt (fun s => Real.exp (a * s) / a * N)
        (Real.exp (a * s) * (a * 1) / a * N) s :=
      ((((hasDerivAt_id' s).const_mul a).exp).div_const a).mul_const N
    exact h.congr_deriv (by field_simp)
  have hg : Continuous fun s : ℝ => Real.exp (a * s) * N := by fun_prop
  have hint : ∫ s in (0 : ℝ)..t, Real.exp (a * s) * N = (Real.exp (a * t) - 1) / a * N := by
    rw [intervalIntegral.integral_eq_sub_of_hasDerivAt (fun s _ => hd s)
      (hg.intervalIntegrable _ _), mul_zero, Real.exp_zero]
    ring
  have hmono : ∫ s in (0 : ℝ)..t, ‖u (projIcc 0 T hT s) - w (projIcc 0 T hT s)‖
      ≤ ∫ s in (0 : ℝ)..t, Real.exp (a * s) * N := by
    refine intervalIntegral.integral_mono_on t.2.1
      (((u.continuous.comp continuous_projIcc).sub
        (w.continuous.comp continuous_projIcc)).norm.intervalIntegrable _ _)
      (hg.intervalIntegrable _ _) fun s hs => ?_
    have hc : (projIcc 0 T hT s : ℝ) = s := by
      rw [projIcc_of_mem hT ⟨hs.1, hs.2.trans t.2.2⟩]
    have h := hpt (projIcc 0 T hT s)
    rw [hc] at h
    exact h
  rw [hint] at hmono
  have hb := (hF u w t).trans (mul_le_mul_of_nonneg_left hmono hC)
  have he : Real.exp (-a * t) * Real.exp (a * t) = 1 := by rw [← Real.exp_add]; simp
  calc Real.exp (-a * t) * ‖(F u - F w) t‖
      ≤ Real.exp (-a * t) * (C * ((Real.exp (a * t) - 1) / a * N)) :=
        mul_le_mul_of_nonneg_left hb (Real.exp_pos _).le
    _ = C / a * N * (1 - Real.exp (-a * t)) := by linear_combination (C / a * N) * he
    _ ≤ C / a * N := mul_le_of_le_one_right (mul_nonneg (div_nonneg hC ha.le) hN)
        (by linarith [Real.exp_pos (-a * (t : ℝ))])
```

In the proof, `hmono` inserts the exponential envelope, `hint` evaluates its integral from the antiderivative in `hd`, and the final `calc` is the last display. The sign of \(C\) is used when the integral inequality is multiplied by \(C\). A negative \(C\) would make the causal bound impossible except in trivial cases, such as \(T=0\). With \(a=0\) the same integral gives the factor \(CT\), which grows with the duration.

## Damping faster than the memory, \(a>C\)

Now \(q=C/a<1\). The rate \(a\) is a choice of norm and not a property of the system, so a suitable one always exists. If \(0<a\le C\), the estimate above still holds but no longer shows a contraction.

The condition also turns a residual into an error bound. If \(Fv=v\) and \(w\) is any trial path, then \(v-w=(Fv-Fw)+(Fw-w)\), so

\[
\|v-w\|_a\le q\|v-w\|_a+\|Fw-w\|_a,\qquad
\|v-w\|_a\le\frac{\|Fw-w\|_a}{1-q}.
\]

The last division needs \(1-q>0\).

```lean
/-- For `0 ≤ C < a` and in the weighted norm of rate `a`, the distance of any trial path `w` from a
fixed point `v` is bounded by the size of the residual `F w - w`, divided by `1 - C / a`. -/
theorem residual_bound (hT : 0 ≤ T) {C a : ℝ} (hC : 0 ≤ C) (ha : C < a)
    {F : Trajectory T E → Trajectory T E} (hF : IsCausal hT C F) {v : Trajectory T E}
    (hv : F v = v) (w : Trajectory T E) :
    weightedNorm a (v - w) ≤ weightedNorm a (F w - w) / (1 - C / a) := by
  have ha0 : 0 < a := hC.trans_lt ha
  have hq : C / a < 1 := (div_lt_one ha0).2 ha
  have h1 := weighted_lipschitz hT hC ha0 hF v w
  rw [hv] at h1
  have h2 : weightedNorm a (v - w) ≤ weightedNorm a (v - F w) + weightedNorm a (F w - w) := by
    simp only [weightedNorm_eq, damp_sub]
    exact norm_sub_le_norm_sub_add_norm_sub _ _ _
  rw [le_div_iff₀ (by linarith)]
  nlinarith
```

## A complete space of values

Completeness of \(E\) means that a Cauchy sequence of states or potentials has its limit in the same space. Finite-dimensional spaces and Hilbert spaces qualify. Paths in \(E\) are then complete in the maximum norm.

Set \(G=D_aFD_{-a}\). For paths \(x,y\),

\[
\|Gx-Gy\|_\infty=\|FD_{-a}x-FD_{-a}y\|_a\le q\|D_{-a}x-D_{-a}y\|_a=q\|x-y\|_\infty .
\]

The iterates \(x_{n+1}=Gx_n\) satisfy \(\|x_{n+1}-x_n\|_\infty\le q^n\|x_1-x_0\|_\infty\). Summing the geometric series gives \(\|x_m-x_n\|_\infty\le\frac{q^n}{1-q}\|x_1-x_0\|_\infty\) for \(m\ge n\), so they converge to some \(x\), and continuity of \(G\) gives \(Gx=x\). Then \(v=D_{-a}x\) satisfies \(Fv=v\).

If also \(Fw=w\), then \(\|w-v\|_a\le q\|w-v\|_a\), which forces \(w=v\). Induction on \(n\) gives

\[
\|F^nu-v\|_a\le q^n\|u-v\|_a,\qquad
\|F^nu-v\|_\infty\le e^{aT}q^n\|u-v\|_a\to0 .
\]

```lean
/-- For `0 ≤ C < a` a map with causal bound `C` is a contraction in the weighted norm. If `E` is
complete, it has exactly one fixed point, and its iterates from any path converge to it,
geometrically in the weighted norm and uniformly on `[0, T]`. -/
theorem causal_fixed_point [CompleteSpace E] (hT : 0 ≤ T) {C a : ℝ} (hC : 0 ≤ C) (ha : C < a)
    {F : Trajectory T E → Trajectory T E} (hF : IsCausal hT C F) :
    C / a < 1 ∧
    (∀ u w, weightedNorm a (F u - F w) ≤ C / a * weightedNorm a (u - w)) ∧
    ∃ v, F v = v ∧ (∀ w, F w = w → w = v) ∧ ∀ u,
      (∀ n : ℕ, weightedNorm a (F^[n] u - v) ≤ (C / a) ^ n * weightedNorm a (u - v)) ∧
      Tendsto (fun n : ℕ => F^[n] u) atTop (𝓝 v) := by
  have ha0 : 0 < a := hC.trans_lt ha
  have hq : C / a < 1 := (div_lt_one ha0).2 ha
  have hq0 : 0 ≤ C / a := div_nonneg hC ha0.le
  have hL := weighted_lipschitz hT hC ha0 hF
  refine ⟨hq, hL, ?_⟩
  -- seen through damping, `F` is a contraction in the maximum norm
  have hG : ContractingWith (⟨C / a, hq0⟩ : NNReal) (fun x => damp a (F (damp (-a) x))) := by
    refine ⟨hq, LipschitzWith.of_dist_le_mul fun x y => ?_⟩
    have h := hL (damp (-a) x) (damp (-a) y)
    rw [weightedNorm_eq, weightedNorm_eq, damp_sub, damp_sub,
      damp_cancel (add_neg_cancel a), damp_cancel (add_neg_cancel a)] at h
    rw [dist_eq_norm, dist_eq_norm]
    exact h
  obtain ⟨x, hx⟩ : ∃ x, damp a (F (damp (-a) x)) = x := ⟨_, hG.fixedPoint_isFixedPt⟩
  have hv : F (damp (-a) x) = damp (-a) x := by
    have h := congrArg (damp (-a)) hx
    rwa [damp_cancel (neg_add_cancel a)] at h
  generalize damp (-a) x = v at hv
  refine ⟨v, hv, fun w hw => ?_, fun u => ?_⟩
  · have h := hL w v
    rw [hw, hv] at h
    have hN : 0 ≤ weightedNorm a (w - v) := by rw [weightedNorm_eq]; exact norm_nonneg _
    have h0 : weightedNorm a (w - v) = 0 := le_antisymm (by nlinarith) hN
    have h2 := (norm_equivalence ha0.le (w - v)).2
    rw [h0, mul_zero] at h2
    exact sub_eq_zero.1 (norm_le_zero_iff.1 h2)
  · have hn : ∀ n : ℕ,
        weightedNorm a (F^[n] u - v) ≤ (C / a) ^ n * weightedNorm a (u - v) := by
      intro n
      induction n with
      | zero => simp
      | succ n ih =>
        have h := hL (F^[n] u) v
        rw [hv] at h
        rw [Function.iterate_succ_apply', pow_succ', mul_assoc]
        exact h.trans (mul_le_mul_of_nonneg_left ih hq0)
    refine ⟨hn, tendsto_iff_norm_sub_tendsto_zero.2 ?_⟩
    have hlim : Tendsto (fun n : ℕ => Real.exp (a * T) * ((C / a) ^ n * weightedNorm a (u - v)))
        atTop (𝓝 0) := by
      simpa using ((tendsto_pow_atTop_nhds_zero_of_lt_one hq0 hq).mul_const
        (weightedNorm a (u - v))).const_mul (Real.exp (a * T))
    exact squeeze_zero (fun _ => norm_nonneg _) (fun n => (norm_equivalence ha0.le _).2.trans
      (mul_le_mul_of_nonneg_left (hn n) (Real.exp_pos _).le)) hlim
```

The theorem states, in order, \(C/a<1\), the Lipschitz estimate, and a fixed point `v` that is unique and attracts the iterates `F^[n] u` from every starting path `u`. `Tendsto` refers to the maximum norm, hence to uniform convergence on \([0,T]\).

The proof turns on `ContractingWith`, Mathlib's predicate for a Lipschitz map with constant below one. It reads distances from the metric already attached to the type, and for `Trajectory T E` that is the maximum norm; `weightedNorm` is only a function. Conjugation by `damp` moves the weight from the norm into the map, so `hG.fixedPoint_isFixedPt` supplies the fixed point without a second metric on paths. Completeness is used only at this step. Without it, uniqueness and the residual bound survive, but the iterates have no guaranteed limit.

## Linear memory without the weight

Consider the map \(Fu(t)=x_0+C\int_0^tu(s)\,ds\) on real paths. Its fixed-point equation \(Fu=u\) is the integral form of \(\dot u=Cu\), \(u(0)=x_0\). For two inputs the constant \(x_0\) cancels, and taking the absolute value inside the integral gives the causal bound with constant \(C\ge0\).

```lean
/-- The linear memory map, which sends `u` to `x₀ + C ∫₀ᵗ u(s) ds`. -/
def memoryMap (hT : 0 ≤ T) (C x₀ : ℝ) (u : Trajectory T ℝ) : Trajectory T ℝ :=
  ⟨fun t => x₀ + C * ∫ s in (0 : ℝ)..t, u (projIcc 0 T hT s),
    continuous_const.add (continuous_const.mul ((intervalIntegral.continuous_primitive
      (fun a b => (u.continuous.comp continuous_projIcc).intervalIntegrable a b) 0).comp
        continuous_subtype_val))⟩

/-- The linear memory map with `C ≥ 0` obeys the causal bound with constant `C`. -/
theorem isCausal_witness (hT : 0 ≤ T) {C : ℝ} (hC : 0 ≤ C) (x₀ : ℝ) :
    IsCausal hT C (memoryMap hT C x₀) := by
  intro u w t
  have e : memoryMap hT C x₀ u t - memoryMap hT C x₀ w t =
      C * ∫ s in (0 : ℝ)..t, (u (projIcc 0 T hT s) - w (projIcc 0 T hT s)) := by
    have hi : ∀ z : Trajectory T ℝ, IntervalIntegrable
        (fun s => z (projIcc 0 T hT s)) MeasureTheory.volume 0 t :=
      fun z => (z.continuous.comp continuous_projIcc).intervalIntegrable _ _
    rw [intervalIntegral.integral_sub (hi u) (hi w)]
    simp only [memoryMap, ContinuousMap.coe_mk]
    ring
  rw [e, norm_mul, Real.norm_of_nonneg hC]
  exact mul_le_mul_of_nonneg_left
    (intervalIntegral.norm_integral_le_integral_norm t.2.1) hC
```

For the constant paths \(1\) and \(0\), the outputs differ by \(Ct\), whose maximum is \(CT\), while the inputs differ by \(1\). Once \(CT\ge1\), this map is therefore not a contraction in the maximum norm, although it is one in the weighted norm for every \(a>C\).

```lean
/-- For `C ≥ 0` the linear memory map multiplies the maximum-norm distance between the constant
paths `1` and `0` by the factor `C T`. -/
theorem unweighted_stretch (hT : 0 ≤ T) {C : ℝ} (hC : 0 ≤ C) (x₀ : ℝ) :
    ‖memoryMap hT C x₀ 1 - memoryMap hT C x₀ 0‖ = C * T * ‖(1 : Trajectory T ℝ) - 0‖ := by
  have : Nonempty (Icc (0 : ℝ) T) := ⟨⟨0, le_rfl, hT⟩⟩
  have h1 : ‖(1 : Trajectory T ℝ) - 0‖ = 1 := by rw [sub_zero]; exact norm_one
  have hf : ∀ t : Icc (0 : ℝ) T,
      (memoryMap hT C x₀ 1 - memoryMap hT C x₀ 0) t = C * t := by
    intro t
    simp [memoryMap]
  rw [h1, mul_one]
  apply le_antisymm
  · refine (ContinuousMap.norm_le _ (mul_nonneg hC hT)).2 fun t => ?_
    rw [hf, Real.norm_of_nonneg (mul_nonneg hC t.2.1)]
    exact mul_le_mul_of_nonneg_left t.2.2 hC
  · -- the largest deviation occurs at the final time
    have h := (memoryMap hT C x₀ 1 - memoryMap hT C x₀ 0).norm_coe_le_norm ⟨T, hT, le_rfl⟩
    rw [hf, Real.norm_of_nonneg (mul_nonneg hC hT)] at h
    exact h

end CausalFixedPoint
```

## Stopping a self-consistent propagation

Suppose a code iterates over a whole time window and stores the path on a grid \(t_j\). Each sweep computes \(Fu\) on the grid; for a map given by a time integral, like the one above, cumulative quadrature does this. The residual is then

\[
r=\max_j e^{-at_j}\|(Fu)(t_j)-u(t_j)\| .
\]

For \(C>0\) and \(a=2C\), each sweep at least halves the weighted error, and the error of \(u\) is at most \(2r\) in the weighted norm and \(2e^{2Ct}r\) at time \(t\), up to discretisation error. For \(CT=5\) the exponential reaches \(e^{10}\approx2.2\times10^4\) at the final time, and about fifteen halvings offset it in this bound. The actual error can fall sooner. Shorter windows keep this factor small within each window, but an error left at the end of one window is carried into the next.

```lean
#print axioms CausalFixedPoint.residual_bound
#print axioms CausalFixedPoint.causal_fixed_point
#print axioms CausalFixedPoint.unweighted_stretch
```

```
'CausalFixedPoint.residual_bound' depends on axioms: [propext, Classical.choice, Quot.sound]
'CausalFixedPoint.causal_fixed_point' depends on axioms: [propext, Classical.choice, Quot.sound]
'CausalFixedPoint.unweighted_stretch' depends on axioms: [propext, Classical.choice, Quot.sound]
```
